# For $a,T>0$, the fermionic Matsubara sum $2\pi T\sum_{n\ge 0}1/(w_n+a)^2$ lies below its zero-temperature integral by at most $\pi^2T^2/(3a^3)$

If a low-temperature Matsubara sum is replaced by a frequency integral without an error estimate, neither the sign nor the size of the resulting error is known. For the summand $1/(w+a)^2$ with $a>0$, the following Lean file determines the sign and bounds the size at every temperature $T>0$.

```lean
import Mathlib

open Filter Topology Real

namespace MatsubaraZeroTemperature

noncomputable section

/-- The fermionic Matsubara frequency `w_n = (2n+1)πT`, in units where `ħ = k_B = 1`. -/
def matsubara (T : ℝ) (n : ℕ) : ℝ := (2 * n + 1) * π * T

/-- The Matsubara sum `2πT ∑ 1/(w_n + a)²` over the positive frequencies, for `T > 0` and
`a > 0`. -/
def matsubaraSum (T a : ℝ) : ℝ := 2 * π * T * ∑' n : ℕ, 1 / (matsubara T n + a) ^ 2

/-- For `x, k > 0` the difference `1/x - 1/(x+2k)`, the closed form of the integral of `1/w²` over
the cell from `x` to `x + 2k`, exceeds the midpoint-rule value `2k/(x+k)²` by exactly
`2k³/(x(x+k)²(x+2k))`. -/
theorem cell_error {x k : ℝ} (hx : 0 < x) (hk : 0 < k) :
    1 / x - 1 / (x + 2 * k) - 2 * k * (1 / (x + k) ^ 2)
      = 2 * k ^ 3 / (x * (x + k) ^ 2 * (x + 2 * k)) := by
  have h1 : x + k ≠ 0 := by positivity
  have h2 : x + 2 * k ≠ 0 := by positivity
  field_simp
  ring

/-- For `x, k > 0` the midpoint error of a cell is at most `k²/3` times the drop of `1/w³`
between the edges of the cell. -/
theorem cell_error_le {x k : ℝ} (hx : 0 < x) (hk : 0 < k) :
    1 / x - 1 / (x + 2 * k) - 2 * k * (1 / (x + k) ^ 2)
      ≤ k ^ 2 / 3 * (1 / x ^ 3 - 1 / (x + 2 * k) ^ 3) := by
  have h1 : x + k ≠ 0 := by positivity
  have h2 : x + 2 * k ≠ 0 := by positivity
  rw [cell_error hx hk, ← sub_nonneg]
  -- the difference is a quotient of polynomials with positive coefficients
  have h : k ^ 2 / 3 * (1 / x ^ 3 - 1 / (x + 2 * k) ^ 3)
      - 2 * k ^ 3 / (x * (x + k) ^ 2 * (x + 2 * k))
      = 2 * k ^ 5 * (7 * x ^ 2 + 14 * x * k + 4 * k ^ 2)
        / (3 * (x + k) ^ 2 * x ^ 3 * (x + 2 * k) ^ 3) := by
    field_simp
    ring
  rw [h]
  positivity

/-- For `x, k > 0` the midpoint error of a cell is at least `k²/3` times the drop of `1/w³`
from the midpoint of the cell to the midpoint of the next one. -/
theorem le_cell_error {x k : ℝ} (hx : 0 < x) (hk : 0 < k) :
    k ^ 2 / 3 * (1 / (x + k) ^ 3 - 1 / (x + 3 * k) ^ 3)
      ≤ 1 / x - 1 / (x + 2 * k) - 2 * k * (1 / (x + k) ^ 2) := by
  have h1 : x + k ≠ 0 := by positivity
  have h2 : x + 2 * k ≠ 0 := by positivity
  have h3 : x + 3 * k ≠ 0 := by positivity
  rw [cell_error hx hk, ← sub_nonneg]
  have h : 2 * k ^ 3 / (x * (x + k) ^ 2 * (x + 2 * k))
      - k ^ 2 / 3 * (1 / (x + k) ^ 3 - 1 / (x + 3 * k) ^ 3)
      = 2 * k ^ 4 * (12 * (x + k) ^ 3 + 35 * (x + k) ^ 2 * k + 30 * (x + k) * k ^ 2 + 4 * k ^ 3)
        / (3 * (x + k) ^ 3 * (x + 3 * k) ^ 3 * x * (x + 2 * k)) := by
    field_simp
    ring
  rw [h]
  positivity

/-- The drops of `1/w^p`, `p ≥ 1`, over successive cells of width `h > 0` starting at `b > 0`
add up to `1/b^p`. -/
theorem hasSum_cells {b h : ℝ} (hb : 0 < b) (hh : 0 < h) {p : ℕ} (hp : p ≠ 0) :
    HasSum (fun n : ℕ => 1 / (b + (n : ℝ) * h) ^ p - 1 / (b + ((n : ℝ) + 1) * h) ^ p)
      (1 / b ^ p) := by
  have hlim : Tendsto (fun n : ℕ => 1 / (b + (n : ℝ) * h) ^ p) atTop (𝓝 0) := by
    have h1 : Tendsto (fun n : ℕ => b + (n : ℝ) * h) atTop atTop :=
      tendsto_atTop_add_const_left _ b (tendsto_natCast_atTop_atTop.atTop_mul_const hh)
    simp only [one_div]
    exact tendsto_inv_atTop_zero.comp ((tendsto_pow_atTop hp).comp h1)
  refine (hasSum_iff_tendsto_nat_of_nonneg (fun n => ?_) _).2 ?_
  · exact sub_nonneg.2 (one_div_le_one_div_of_le (by positivity)
      (pow_le_pow_left₀ (by positivity) (by linarith) p))
  · -- the partial sums telescope
    have hs : ∀ N : ℕ, ∑ n ∈ Finset.range N,
        (1 / (b + (n : ℝ) * h) ^ p - 1 / (b + ((n : ℝ) + 1) * h) ^ p)
        = 1 / b ^ p - 1 / (b + (N : ℝ) * h) ^ p := by
      intro N
      induction N with
      | zero => simp
      | succ N ih =>
        rw [Finset.sum_range_succ, ih]
        push_cast
        ring
    simp only [hs]
    have h3 := hlim.const_sub (1 / b ^ p)
    rw [sub_zero] at h3
    exact h3

/-- For `T, a > 0` the Matsubara series `∑ 1/(w_n + a)²` converges. -/
theorem summable_matsubara {T a : ℝ} (hT : 0 < T) (ha : 0 < a) :
    Summable (fun n : ℕ => 1 / (matsubara T n + a) ^ 2) := by
  have hk : 0 < π * T := by positivity
  have hI := hasSum_cells ha (h := 2 * (π * T)) (by positivity) one_ne_zero
  have hne : 2 * (π * T) ≠ 0 := by positivity
  refine (summable_mul_left_iff hne).1
    (Summable.of_nonneg_of_le (fun n => by positivity) (fun n => ?_) hI.summable)
  have hx : 0 < a + (n : ℝ) * (2 * (π * T)) := by positivity
  have e3 : a + ((n : ℝ) + 1) * (2 * (π * T))
      = a + (n : ℝ) * (2 * (π * T)) + 2 * (π * T) := by ring
  have e4 : matsubara T n + a = a + (n : ℝ) * (2 * (π * T)) + π * T := by
    unfold matsubara
    ring
  simp only [e3, e4, pow_one]
  rw [← sub_nonneg, cell_error hx hk]
  positivity

/-- For `a > 0` the zero-temperature frequency integral of `1/(w + a)²` equals `1/a`. -/
theorem integral_zero_temperature {a : ℝ} (ha : 0 < a) :
    ∫ w in Set.Ioi (0 : ℝ), 1 / (w + a) ^ 2 = 1 / a := by
  have hd : ∀ x ∈ Set.Ici (0 : ℝ),
      HasDerivAt (fun w : ℝ => -1 / (w + a)) (1 / (x + a) ^ 2) x := by
    intro x hx
    have hx0 : 0 ≤ x := hx
    have hne : x + a ≠ 0 := by positivity
    exact ((hasDerivAt_const x (-1 : ℝ)).fun_div
      ((hasDerivAt_id' x).add_const a) hne).congr_deriv (by ring)
  have hl : Tendsto (fun w : ℝ => -1 / (w + a)) atTop (𝓝 0) :=
    tendsto_const_nhds.div_atTop (tendsto_atTop_add_const_right _ a tendsto_id)
  rw [MeasureTheory.integral_Ioi_of_hasDerivAt_of_nonneg' hd
    (fun x _ => by positivity) hl, zero_add]
  ring

/-- For `T, a > 0` the Matsubara sum falls short of `1/a` by at least `π²T²/(3(a+πT)³)` and at
most `π²T²/(3a³)`. -/
theorem deficit_bounds {T a : ℝ} (hT : 0 < T) (ha : 0 < a) :
    π ^ 2 * T ^ 2 / (3 * (a + π * T) ^ 3) ≤ 1 / a - matsubaraSum T a ∧
      1 / a - matsubaraSum T a ≤ π ^ 2 * T ^ 2 / (3 * a ^ 3) := by
  have hk : 0 < π * T := by positivity
  have hh : 0 < 2 * (π * T) := by positivity
  have hS : HasSum (fun n : ℕ => 2 * (π * T) * (1 / (matsubara T n + a) ^ 2))
      (matsubaraSum T a) := by
    unfold matsubaraSum
    rw [mul_assoc 2 π T]
    exact (summable_matsubara hT ha).hasSum.mul_left _
  -- the deficit is the sum of the cell errors
  have hE := (hasSum_cells ha hh one_ne_zero).sub hS
  have hL := (hasSum_cells (add_pos ha hk) hh three_ne_zero).mul_left ((π * T) ^ 2 / 3)
  have hU := (hasSum_cells ha hh three_ne_zero).mul_left ((π * T) ^ 2 / 3)
  have e1 : ∀ n : ℕ, a + π * T + (n : ℝ) * (2 * (π * T))
      = a + (n : ℝ) * (2 * (π * T)) + π * T := fun n => by ring
  have e2 : ∀ n : ℕ, a + π * T + ((n : ℝ) + 1) * (2 * (π * T))
      = a + (n : ℝ) * (2 * (π * T)) + 3 * (π * T) := fun n => by ring
  have e3 : ∀ n : ℕ, a + ((n : ℝ) + 1) * (2 * (π * T))
      = a + (n : ℝ) * (2 * (π * T)) + 2 * (π * T) := fun n => by ring
  have e4 : ∀ n : ℕ, matsubara T n + a = a + (n : ℝ) * (2 * (π * T)) + π * T := fun n => by
    unfold matsubara
    ring
  have hx : ∀ n : ℕ, 0 < a + (n : ℝ) * (2 * (π * T)) := fun n => by positivity
  simp only [e1, e2, e3, e4, pow_one] at hE hL hU
  have e : ∀ y : ℝ, π ^ 2 * T ^ 2 / (3 * y) = (π * T) ^ 2 / 3 * (1 / y) := fun y => by ring
  rw [e, e]
  exact ⟨hasSum_le (fun n => le_cell_error (hx n) hk) hL hE,
    hasSum_le (fun n => cell_error_le (hx n) hk) hE hU⟩

/-- For `T, a > 0` the Matsubara sum is strictly below its zero-temperature integral, and the
integral overestimates it by at most `π²T²/(3a³)`. -/
theorem matsubaraSum_lt_integral {T a : ℝ} (hT : 0 < T) (ha : 0 < a) :
    matsubaraSum T a < ∫ w in Set.Ioi (0 : ℝ), 1 / (w + a) ^ 2 ∧
      (∫ w in Set.Ioi (0 : ℝ), 1 / (w + a) ^ 2) - matsubaraSum T a
        ≤ π ^ 2 * T ^ 2 / (3 * a ^ 3) := by
  rw [integral_zero_temperature ha]
  obtain ⟨hl, hu⟩ := deficit_bounds hT ha
  have hpos : 0 < π ^ 2 * T ^ 2 / (3 * (a + π * T) ^ 3) := by positivity
  exact ⟨by linarith, hu⟩

/-- For `a > 0` the deficit of the Matsubara sum from `1/a`, divided by `T²`, tends to
`π²/(3a³)` as the temperature goes to zero from above. -/
theorem deficit_div_sq_tendsto {a : ℝ} (ha : 0 < a) :
    Tendsto (fun T : ℝ => (1 / a - matsubaraSum T a) / T ^ 2) (𝓝[>] 0)
      (𝓝 (π ^ 2 / (3 * a ^ 3))) := by
  have hc : ContinuousAt (fun T : ℝ => π ^ 2 / (3 * (a + π * T) ^ 3)) 0 :=
    ContinuousAt.div continuousAt_const (by fun_prop) (by simp [ha.ne'])
  have hlow : Tendsto (fun T : ℝ => π ^ 2 / (3 * (a + π * T) ^ 3)) (𝓝[>] 0)
      (𝓝 (π ^ 2 / (3 * (a + π * 0) ^ 3))) := hc.tendsto.mono_left nhdsWithin_le_nhds
  rw [mul_zero, add_zero] at hlow
  -- squeeze between the two bounds on the deficit
  refine tendsto_of_tendsto_of_tendsto_of_le_of_le' hlow tendsto_const_nhds ?_ ?_
  · filter_upwards [self_mem_nhdsWithin] with T hT
    have hT' : 0 < T := hT
    rw [le_div_iff₀ (by positivity), div_mul_eq_mul_div]
    exact (deficit_bounds hT' ha).1
  · filter_upwards [self_mem_nhdsWithin] with T hT
    have hT' : 0 < T := hT
    rw [div_le_iff₀ (by positivity), div_mul_eq_mul_div]
    exact (deficit_bounds hT' ha).2

end

end MatsubaraZeroTemperature
```

```lean
#print axioms MatsubaraZeroTemperature.matsubaraSum_lt_integral
#print axioms MatsubaraZeroTemperature.deficit_div_sq_tendsto
```

```
'MatsubaraZeroTemperature.matsubaraSum_lt_integral' depends on axioms: [propext, Classical.choice, Quot.sound]
'MatsubaraZeroTemperature.deficit_div_sq_tendsto' depends on axioms: [propext, Classical.choice, Quot.sound]
```

## The sum, the integral and the gap between them

In units with $\hbar=k_B=1$, the positive fermionic Matsubara frequencies are $w_n=(2n+1)\pi T$ for $n=0,1,2,\dots$; in Lean they are `matsubara T n`. The sum under study is
$$S(T,a)=2\pi T\sum_{n=0}^{\infty}\frac{1}{(w_n+a)^2},$$
written `matsubaraSum T a`. The prefactor $2\pi T$ is the spacing of the frequencies, so $S$ has the form of a Riemann sum. The symbol `∑'` denotes the infinite series, whose convergence is proved in `summable_matsubara`.

The theorem `matsubaraSum_lt_integral` says that for all real $T,a>0$
$$S(T,a)<\int_0^\infty\frac{dw}{(w+a)^2},\qquad \int_0^\infty\frac{dw}{(w+a)^2}-S(T,a)\le\frac{\pi^2T^2}{3a^3}.$$
The integral is a genuine integral over the open half-line, `Set.Ioi (0 : ℝ)`, and its value $1/a$ is derived in `integral_zero_temperature`.

Two further theorems show how good the bound is. `deficit_bounds` adds the lower estimate $\pi^2T^2/(3(a+\pi T)^3)$ for the deficit $1/a-S$. `deficit_div_sq_tendsto` states that the deficit divided by $T^2$ tends to $\pi^2/(3a^3)$ as $T$ goes to zero from above, which is the meaning of `𝓝[>] 0`. No smaller coefficient of $T^2$ can therefore serve at all temperatures.

## A damped level at the Fermi energy

The constant $a$ can be read as a damping rate. A non-interacting level at the Fermi energy, coupled to a wide, flat band that broadens it to half-width $a$, has the Green's function $G(iw)=1/(i(w+a))$ for $w>0$, so the summand is $-G(iw_n)^2$. In this model $S/\pi$ is the response of the level's occupation, per spin, to the chemical potential, and its zero-temperature value $1/(\pi a)$ is too large at any $T>0$. This reading is physical input; the file itself treats only the sum.

Relative to the integral $1/a$, the error of the replacement is at most $(\pi T/a)^2/3$, so it is small whenever $\pi T$ is small compared with the damping $a$. The shift $a$ is real and positive. An undamped propagator $1/(iw-\varepsilon)$ with real energy $\varepsilon$ leads to a different summand, about which these theorems say nothing.

## The error of a single frequency cell

Put $k=\pi T$ and $x_n=a+2nk$. Then $w_n+a=x_n+k$ is the midpoint of the cell from $x_n$ to $x_n+2k$, and these cells fill the half-line from $a$ to infinity. The Matsubara sum is thus the midpoint rule for $\int_a^\infty du/u^2$.

On one cell, write $x$ for $x_n$. The integral minus the midpoint value is
$$E=\frac1x-\frac1{x+2k}-\frac{2k}{(x+k)^2}
=2k\,\frac{(x+k)^2-x(x+2k)}{x(x+k)^2(x+2k)}
=\frac{2k^3}{x(x+k)^2(x+2k)}.$$
This is `cell_error`, where `field_simp` clears the denominators and `ring` checks the polynomial identity.

Next, $E$ is compared with differences of inverse cubes, which are easy to sum. With $m=x+k$ we have $x(x+2k)=m^2-k^2$ and $(x+2k)^3-x^3=2k(3m^2+k^2)$. Hence
$$\frac{k^2}{3}\left(\frac1{x^3}-\frac1{(x+2k)^3}\right)-E
=\frac{2k^3\left[m^2(3m^2+k^2)-3(m^2-k^2)^2\right]}{3m^2(m^2-k^2)^3}
=\frac{2k^5(7m^2-3k^2)}{3m^2(m^2-k^2)^3}.$$
This is positive because $m>k$. In terms of $x$ the bracket $7m^2-3k^2$ reads $7x^2+14xk+4k^2$, the form used in `cell_error_le`, where `positivity` can read off the sign.

For the lower estimate, the inverse cubes are taken at successive midpoints $m$ and $m+2k$. Since $(m+2k)^3-m^3=2k(3m^2+6mk+4k^2)$,
$$E-\frac{k^2}{3}\left(\frac1{m^3}-\frac1{(m+2k)^3}\right)
=\frac{2k^3\left[3m(m+2k)^3-(3m^2+6mk+4k^2)(m^2-k^2)\right]}{3m^3(m+2k)^3(m^2-k^2)}.$$
The bracket expands to $k(12m^3+35m^2k+30mk^2+4k^3)$, which is positive. This is `le_cell_error`.

## Adding up the cells

For $b,h>0$ and an integer $p\ge1$, neighbouring terms cancel:
$$\sum_{n=0}^{N-1}\left(\frac1{(b+nh)^p}-\frac1{(b+(n+1)h)^p}\right)=\frac1{b^p}-\frac1{(b+Nh)^p}\longrightarrow\frac1{b^p}\qquad(N\to\infty).$$
`hasSum_cells` proves the finite formula by induction on $N$ and then takes the limit.

With $h=2k$, three cases are needed:

- $p=1$, $b=a$ gives $1/a$, the sum of the cell integrals. Since $E>0$, each term $2k/(x_n+k)^2$ is smaller than its cell integral, so the Matsubara series converges by comparison.
- $p=3$, $b=a$ gives $1/a^3$ for the upper estimate.
- $p=3$, $b=a+k$ gives $1/(a+k)^3$ for the lower one.

Subtracting the Matsubara series from the first case shows that the deficit $1/a-S$ is the sum of the cell errors. In `deficit_bounds`, `hasSum_le` carries the two cell estimates over to the sums:
$$\frac{k^2}{3(a+k)^3}\le\frac1a-S(T,a)\le\frac{k^2}{3a^3}.$$
Setting $k=\pi T$ gives the stated bounds.

The integral follows from the antiderivative $-1/(w+a)$, which equals $-1/a$ at $w=0$ and tends to zero at infinity. The lower bound on the deficit is positive, so the inequality between sum and integral is strict. Dividing both bounds by $T^2$ leaves $\pi^2/(3(a+\pi T)^3)$ and $\pi^2/(3a^3)$. The first tends to the second as $T\to0^+$, and the squeeze theorem gives the limit in `deficit_div_sq_tendsto`.
